# Norm, contact and two of Tan's relations for a zero-range dimer

## A point source fixes the energy

The energy of a dimer can be postulated as a formula or defined by a Schrödinger equation. Here it is defined. Two particles of mass $m>0$ and opposite spin, in three dimensions and with zero total momentum, have relative momentum $\hbar k$ and the amplitude

$$\varphi(k)=\frac{\sqrt{8\pi q}}{k^2+q^2},\qquad q>0,$$

where $q$ is the inverse decay length. A number $E$ is a dimer energy if $(\hbar^2k^2-mE)\varphi(k)=g$ with $g$ independent of $k$. This condition stands for a contact interaction, which acts only at zero separation of the two particles: a delta-function source there has a constant Fourier transform.

Equating the source at $k=0$ and $k=q$ gives

$$-\frac{mE}{q^2}=\frac{\hbar^2q^2-mE}{2q^2},\qquad\text{so}\qquad E=-\frac{\hbar^2q^2}{m}.$$

Conversely, this energy makes the source $\hbar^2\sqrt{8\pi q}$ at every $k$.

## Norm and momentum tail

The momentum distribution of each spin component is $n(k)=\varphi(k)^2=8\pi q/(k^2+q^2)^2$. For constants $A,B\ge 0$, the function

$$F(k)=\frac{A+B}{2q}\arctan\frac kq+\frac{B-A}{2}\,\frac{k}{k^2+q^2}$$

has the derivative

$$F'(k)=\frac{\frac{A+B}{2}(k^2+q^2)+\frac{B-A}{2}(q^2-k^2)}{(k^2+q^2)^2}=\frac{Ak^2+Bq^2}{(k^2+q^2)^2}.$$

Since $F(0)=0$ and $F(k)\to(A+B)\pi/(4q)$ as $k\to\infty$, that limit is the integral of $F'$ over $k>0$. With $A=8\pi q$ and $B=0$ it equals $2\pi^2$, hence

$$\frac1{2\pi^2}\int_0^\infty k^2n(k)\,dk=1.$$

The prefactor comes from $d^3k/(2\pi)^3$ after the angular integration. The contact $C$ is the limit of

$$k^4n(k)=8\pi q\left(1-\frac{q^2}{k^2+q^2}\right)^2\longrightarrow 8\pi q.$$

## Two relations between energy and contact

Differentiating the energy gives the adiabatic relation:

$$-\frac{dE}{dq}=\frac{2\hbar^2q}{m}=\frac{\hbar^2C}{4\pi m}.$$

With $a=1/q$ and $dq/da=-1/a^2$, this becomes $dE/da=\hbar^2C/(4\pi ma^2)$.

The kinetic energy alone diverges, but subtracting the tail leaves

$$k^2\,\frac{\hbar^2k^2}{2m}\left(n(k)-\frac{C}{k^4}\right)=-K\,\frac{2k^2+q^2}{(k^2+q^2)^2},\qquad K=\frac{\hbar^2Cq^2}{2m}.$$

The integral formula with $A=2K$, $B=K$ gives $-3K\pi/(4q)=-3\pi^2\hbar^2q^2/m$. Multiplying by $1/(2\pi^2)$ and by 2 for the two particles gives $-3\hbar^2q^2/m$. Adding $\hbar^2qC/(4\pi m)=2\hbar^2q^2/m$ recovers $E$, which is the energy relation.

The factor 2 is easily lost, because $n$ is normalised to one particle per spin component. Without it the sum would be $+\hbar^2q^2/(2m)$, a positive energy for a bound state when $\hbar\ne0$.

## What the Lean statements say

`amplitude` and `momentumDistribution` are $\varphi$ and $n$, and `IsDimerEnergy` is the flat-source condition. `Ioi 0` is the range $k>0$, and `IntegrableOn` states that the integral converges. The contact enters as any `C` to which $k^4n(k)$ tends. In `adiabatic_relation`, `E` is a function that gives a dimer energy at every positive argument, and `HasDerivAt` says that it is differentiable at `q` with the stated derivative. `hbar` may be any real number.

The form of $\varphi$ is assumed, and the length $a$ is defined as $1/q$; reading it as the scattering length is the usual zero-range identification. Tan's relations apply to many-body states too, whereas these theorems concern one isolated dimer at rest. For that state they fix the factors of $2$ and $\pi$, so a simulation that computes the contact can be tested on a single dimer, provided that $n$ is normalised as here, the range of the interaction is much shorter than $a$, and any simulation cell or trap is much larger than $a$.

## The file and its proof

```lean
import Mathlib

open Filter Set MeasureTheory
open scoped Real Topology

namespace DimerContact

noncomputable section

/-- Relative momentum amplitude of the zero-range dimer with inverse decay length `q > 0`. -/
def amplitude (q k : ℝ) : ℝ := Real.sqrt (8 * π * q) / (k ^ 2 + q ^ 2)

/-- Momentum distribution of the dimer (for `q > 0`): the squared amplitude. -/
def momentumDistribution (q k : ℝ) : ℝ := amplitude q k ^ 2

/-- For `m, q > 0`, `E` is an energy of the dimer of two particles of mass `m`: in the
momentum-space Schrödinger equation, multiplied by `m`, the source term `g` is independent of `k`,
as for a contact interaction. -/
def IsDimerEnergy (hbar m q E : ℝ) : Prop :=
  ∃ g : ℝ, ∀ k : ℝ, (hbar ^ 2 * k ^ 2 - m * E) * amplitude q k = g

/-- For `q > 0` the momentum distribution is `8πq / (k² + q²)²`. -/
theorem momentumDistribution_eq {q : ℝ} (hq : 0 < q) (k : ℝ) :
    momentumDistribution q k = 8 * π * q / (k ^ 2 + q ^ 2) ^ 2 := by
  have h : 0 ≤ 8 * π * q := by positivity
  rw [momentumDistribution, amplitude, div_pow, Real.sq_sqrt h]

/-- For `m, q > 0` the Schrödinger equation with a contact source holds exactly at the
energy `E = -ħ²q²/m`. -/
theorem isDimerEnergy_iff {hbar m q E : ℝ} (hm : 0 < m) (hq : 0 < q) :
    IsDimerEnergy hbar m q E ↔ E = -(hbar ^ 2 * q ^ 2 / m) := by
  have hs : Real.sqrt (8 * π * q) ≠ 0 := (Real.sqrt_pos.2 (by positivity)).ne'
  have hφ : ∀ k : ℝ, amplitude q k * (k ^ 2 + q ^ 2) = Real.sqrt (8 * π * q) := fun k =>
    div_mul_cancel₀ _ (by positivity)
  constructor
  · rintro ⟨g, hg⟩
    -- compare the source at `k = 0` and at `k = q`
    have h1 := (hg q).trans (hg 0).symm
    have h2 : Real.sqrt (8 * π * q) * (hbar ^ 2 * q ^ 2 + m * E) = 0 := by
      linear_combination 2 * q ^ 2 * h1 - (hbar ^ 2 * q ^ 2 - m * E) * hφ q
        - 2 * m * E * hφ 0
    have h3 := (mul_eq_zero.1 h2).resolve_left hs
    rw [← neg_div, eq_div_iff hm.ne']
    linarith
  · intro hE
    have hmE : m * E = -(hbar ^ 2 * q ^ 2) := by
      rw [hE, mul_neg, mul_div_cancel₀ _ hm.ne']
    refine ⟨hbar ^ 2 * Real.sqrt (8 * π * q), fun k => ?_⟩
    rw [hmE]
    linear_combination hbar ^ 2 * hφ k

/-- The radial integral behind the dimer's norm and energy: for `q > 0` and `A, B ≥ 0`,
`(A k² + B q²)/(k² + q²)²` is integrable over `k > 0`, with integral `(A + B)π/(4q)`. -/
theorem radial_integral {q A B : ℝ} (hq : 0 < q) (hA : 0 ≤ A) (hB : 0 ≤ B) :
    IntegrableOn (fun k : ℝ => (A * k ^ 2 + B * q ^ 2) / (k ^ 2 + q ^ 2) ^ 2) (Ioi 0) ∧
    ∫ k in Ioi (0 : ℝ), (A * k ^ 2 + B * q ^ 2) / (k ^ 2 + q ^ 2) ^ 2
      = (A + B) * π / (4 * q) := by
  -- an explicit antiderivative
  have hd : ∀ k ∈ Ici (0 : ℝ), HasDerivAt (fun k : ℝ =>
      (A + B) / (2 * q) * Real.arctan (k / q) + (B - A) / 2 * (k / (k ^ 2 + q ^ 2)))
      ((A * k ^ 2 + B * q ^ 2) / (k ^ 2 + q ^ 2) ^ 2) k := by
    intro k _
    have hk : k ^ 2 + q ^ 2 ≠ 0 := by positivity
    have h1 : HasDerivAt (fun k : ℝ => Real.arctan (k / q)) (q / (k ^ 2 + q ^ 2)) k := by
      refine ((hasDerivAt_id' k).div_const q).arctan.congr_deriv ?_
      have e : 1 + (k / q) ^ 2 = (k ^ 2 + q ^ 2) / q ^ 2 := by
        rw [div_pow, add_div, div_self (pow_ne_zero 2 hq.ne'), add_comm]
      rw [e]
      field_simp
    have hs : HasDerivAt (fun k : ℝ => k ^ 2 + q ^ 2) (2 * k) k := by
      simpa using (hasDerivAt_pow 2 k).add_const (q ^ 2)
    have h2 : HasDerivAt (fun k : ℝ => k / (k ^ 2 + q ^ 2))
        ((q ^ 2 - k ^ 2) / (k ^ 2 + q ^ 2) ^ 2) k :=
      ((hasDerivAt_id' k).fun_div hs hk).congr_deriv (by ring)
    refine ((h1.const_mul ((A + B) / (2 * q))).fun_add
      (h2.const_mul ((B - A) / 2))).congr_deriv ?_
    field_simp
    ring
  -- its limit at large momentum
  have hlim : Tendsto (fun k : ℝ =>
      (A + B) / (2 * q) * Real.arctan (k / q) + (B - A) / 2 * (k / (k ^ 2 + q ^ 2)))
      atTop (𝓝 ((A + B) * π / (4 * q))) := by
    have h1 : Tendsto (fun k : ℝ => Real.arctan (k / q)) atTop (𝓝 (π / 2)) :=
      (Real.tendsto_arctan_atTop.mono_right nhdsWithin_le_nhds).comp
        (tendsto_id.atTop_div_const hq)
    have h2 : Tendsto (fun k : ℝ => k / (k ^ 2 + q ^ 2)) atTop (𝓝 0) := by
      refine squeeze_zero' ?_ ?_ tendsto_inv_atTop_zero
      · filter_upwards [eventually_gt_atTop (0 : ℝ)] with k hk
        positivity
      · filter_upwards [eventually_gt_atTop (0 : ℝ)] with k hk
        have e : k⁻¹ * (k ^ 2 + q ^ 2) = k + k⁻¹ * q ^ 2 := by
          rw [mul_add, pow_two k, inv_mul_cancel_left₀ hk.ne']
        have hp : 0 ≤ k⁻¹ * q ^ 2 := by positivity
        rw [div_le_iff₀ (by positivity), e]
        linarith
    have e : (A + B) * π / (4 * q)
        = (A + B) / (2 * q) * (π / 2) + (B - A) / 2 * 0 := by ring
    rw [e]
    exact (h1.const_mul _).add (h2.const_mul _)
  have hp : ∀ k ∈ Ioi (0 : ℝ), 0 ≤ (A * k ^ 2 + B * q ^ 2) / (k ^ 2 + q ^ 2) ^ 2 :=
    fun k _ => by positivity
  refine ⟨integrableOn_Ioi_deriv_of_nonneg' hd hp hlim, ?_⟩
  rw [integral_Ioi_of_hasDerivAt_of_nonneg' hd hp hlim]
  simp

/-- For `q > 0` the momentum distribution is integrable in three dimensions and
normalized to one. -/
theorem normalization {q : ℝ} (hq : 0 < q) :
    IntegrableOn (fun k : ℝ => k ^ 2 * momentumDistribution q k) (Ioi 0) ∧
    1 / (2 * π ^ 2) * ∫ k in Ioi (0 : ℝ), k ^ 2 * momentumDistribution q k = 1 := by
  have h := radial_integral (A := 8 * π * q) (B := 0) hq (by positivity) le_rfl
  have e : (fun k : ℝ => k ^ 2 * momentumDistribution q k) =
      fun k : ℝ => (8 * π * q * k ^ 2 + 0 * q ^ 2) / (k ^ 2 + q ^ 2) ^ 2 := by
    funext k
    rw [momentumDistribution_eq hq]
    ring
  have e2 : (8 * π * q + 0) * π / (4 * q) = 2 * π ^ 2 := by
    rw [div_eq_iff (by positivity)]
    ring
  rw [e]
  refine ⟨h.1, ?_⟩
  rw [h.2, e2]
  exact one_div_mul_cancel (by positivity)

/-- For `q > 0` the tail `k⁴ n(k)` tends to `8πq` at large momentum. -/
theorem contact_tail {q : ℝ} (hq : 0 < q) :
    Tendsto (fun k : ℝ => k ^ 4 * momentumDistribution q k) atTop (𝓝 (8 * π * q)) := by
  have h0 : Tendsto (fun k : ℝ => (k ^ 2 + q ^ 2)⁻¹) atTop (𝓝 0) :=
    tendsto_inv_atTop_zero.comp
      (tendsto_atTop_add_const_right _ _ (tendsto_pow_atTop two_ne_zero))
  have h1 := (((h0.const_mul (q ^ 2)).const_sub 1).pow 2).const_mul (8 * π * q)
  have e : 8 * π * q * (1 - q ^ 2 * 0) ^ 2 = 8 * π * q := by ring
  rw [e] at h1
  refine h1.congr fun k => ?_
  have hk : k ^ 2 + q ^ 2 ≠ 0 := by positivity
  have e1 : 1 - q ^ 2 * (k ^ 2 + q ^ 2)⁻¹ = k ^ 2 / (k ^ 2 + q ^ 2) := by
    rw [eq_div_iff hk, sub_mul, mul_assoc, inv_mul_cancel₀ hk]
    ring
  rw [momentumDistribution_eq hq, e1, div_pow]
  ring

/-- Tan's adiabatic relation for the dimer: for `m, q > 0`, if `E(p)` is the dimer energy at
each `p > 0` and `k⁴ n(k)` tends to `C` at `q`, then `-dE/dq = ħ²C/(4πm)`. -/
theorem adiabatic_relation {hbar m q C : ℝ} {E : ℝ → ℝ} (hm : 0 < m) (hq : 0 < q)
    (hE : ∀ p, 0 < p → IsDimerEnergy hbar m p (E p))
    (hC : Tendsto (fun k : ℝ => k ^ 4 * momentumDistribution q k) atTop (𝓝 C)) :
    HasDerivAt E (-(hbar ^ 2 * C / (4 * π * m))) q := by
  have hfun : E =ᶠ[𝓝 q] fun p => -(hbar ^ 2 * p ^ 2 / m) := by
    filter_upwards [Ioi_mem_nhds hq] with p hp
    exact (isDimerEnergy_iff hm hp).1 (hE p hp)
  have hsq : HasDerivAt (fun p : ℝ => p ^ 2) (2 * q) q := by
    simpa using hasDerivAt_pow 2 q
  have hd := ((hsq.const_mul (hbar ^ 2)).div_const m).fun_neg
  have e : hbar ^ 2 * (8 * π * q) / (4 * π * m) = hbar ^ 2 * (2 * q) / m := by
    rw [div_eq_div_iff (by positivity) (by positivity)]
    ring
  rw [tendsto_nhds_unique hC (contact_tail hq), e]
  exact hd.congr_of_eventuallyEq hfun

/-- The adiabatic relation in terms of the length `a = 1/q`: under the same conditions, with
`m, a > 0`, `dE/da = ħ²C/(4πm a²)`. -/
theorem adiabatic_relation_length {hbar m a C : ℝ} {E : ℝ → ℝ} (hm : 0 < m) (ha : 0 < a)
    (hE : ∀ p, 0 < p → IsDimerEnergy hbar m p (E p))
    (hC : Tendsto (fun k : ℝ => k ^ 4 * momentumDistribution a⁻¹ k) atTop (𝓝 C)) :
    HasDerivAt (fun b : ℝ => E b⁻¹) (hbar ^ 2 * C / (4 * π * m * a ^ 2)) a := by
  have h := (adiabatic_relation hm (inv_pos.2 ha) hE hC).comp a (hasDerivAt_inv ha.ne')
  exact h.congr_deriv (by ring)

/-- Tan's energy relation for the dimer, with `m, q > 0` and `C` the limit of `k⁴ n(k)`: the
energy is `ħ²qC/(4πm)` plus the convergent, tail-subtracted kinetic energy of both particles. -/
theorem energy_relation {hbar m q E C : ℝ} (hm : 0 < m) (hq : 0 < q)
    (hE : IsDimerEnergy hbar m q E)
    (hC : Tendsto (fun k : ℝ => k ^ 4 * momentumDistribution q k) atTop (𝓝 C)) :
    IntegrableOn (fun k : ℝ => k ^ 2 * (hbar ^ 2 * k ^ 2 / (2 * m) *
      (momentumDistribution q k - C / k ^ 4))) (Ioi 0) ∧
    E = hbar ^ 2 * q * C / (4 * π * m) + 2 * (1 / (2 * π ^ 2) *
      ∫ k in Ioi (0 : ℝ), k ^ 2 * (hbar ^ 2 * k ^ 2 / (2 * m) *
        (momentumDistribution q k - C / k ^ 4))) := by
  have hC' := tendsto_nhds_unique hC (contact_tail hq)
  obtain ⟨K, hK⟩ : ∃ K : ℝ, K = hbar ^ 2 / (2 * m) * (8 * π * q) * q ^ 2 := ⟨_, rfl⟩
  have hK0 : 0 ≤ K := by rw [hK]; positivity
  have h := radial_integral (A := 2 * K) (B := K) hq (by positivity) hK0
  -- subtracting the tail leaves an integrand that decays as `1/k²`
  have he : EqOn (fun k : ℝ => -((2 * K * k ^ 2 + K * q ^ 2) / (k ^ 2 + q ^ 2) ^ 2))
      (fun k : ℝ => k ^ 2 * (hbar ^ 2 * k ^ 2 / (2 * m) *
        (momentumDistribution q k - C / k ^ 4))) (Ioi 0) := by
    intro k hk
    have hk0 : k ≠ 0 := ne_of_gt hk
    have hD : k ^ 2 + q ^ 2 ≠ 0 := by positivity
    simp only [momentumDistribution_eq hq, hC', hK]
    field_simp
    ring
  have hI : ∫ k in Ioi (0 : ℝ), k ^ 2 * (hbar ^ 2 * k ^ 2 / (2 * m) *
      (momentumDistribution q k - C / k ^ 4)) = -((2 * K + K) * π / (4 * q)) := by
    rw [← h.2, ← integral_neg]
    exact (setIntegral_congr_fun measurableSet_Ioi he).symm
  refine ⟨IntegrableOn.congr_fun h.1.neg he measurableSet_Ioi, ?_⟩
  rw [hI, (isDimerEnergy_iff hm hq).1 hE, hC', hK]
  field_simp
  ring

end

end DimerContact
```

```lean
#print axioms DimerContact.normalization
#print axioms DimerContact.adiabatic_relation_length
#print axioms DimerContact.energy_relation
```

```
'DimerContact.normalization' depends on axioms: [propext, Classical.choice, Quot.sound]
'DimerContact.adiabatic_relation_length' depends on axioms: [propext, Classical.choice, Quot.sound]
'DimerContact.energy_relation' depends on axioms: [propext, Classical.choice, Quot.sound]
```

`isDimerEnergy_iff` compares the sources at `k = 0` and `k = q`; `linear_combination` does the algebra, and the nonzero square root is cancelled.

In `radial_integral`, `hd` verifies $F'$ and `hlim` finds the limit of $F$, squeezing $k/(k^2+q^2)$ between $0$ and $1/k$. Because the integrand is nonnegative (`hp`), these two facts yield both integrability and the value. `normalization` is the case $B=0$.

`contact_tail` rewrites the tail as above. `tendsto_nhds_unique` then identifies `C` with $8\pi q$ in the later theorems. For the adiabatic relation, `E` agrees with the explicit formula in a neighbourhood of `q`, so the derivative carries over; `adiabatic_relation_length` adds the chain rule. In `energy_relation`, `he` is the tail subtraction for $k>0$, and `radial_integral` supplies the rest.
